# A Chebyshev filter scales a level at a ≥ 1 by Tₙ(a) and does not lengthen the rest when its energies lie in [−1, 1]

In Chebyshev-filtered subspace iteration, a code applies a polynomial of the Hamiltonian to its trial vectors before orthonormalising them and diagonalising in their span. The Hamiltonian is first shifted and scaled. If the unwanted energies lie in $[\alpha,\beta]$ and the wanted level $E_0$ lies below $\alpha$, then

$$H=\frac{(\alpha+\beta)-2H_{\rm phys}}{\beta-\alpha}$$

maps the unwanted energies into $[-1,1]$ and $E_0$ to $a=1+2(\alpha-E_0)/(\beta-\alpha)>1$. The bound $\beta$ must cover the top of the spectrum, since components above it would be amplified too.

The results below bound the effect of this filter for a fixed Hermitian matrix in a finite orthonormal basis, with one wanted level, possibly degenerate, and exact arithmetic.

In Lean 4 with Mathlib:

```lean
import Mathlib

open Polynomial

namespace ChebyshevFilter

noncomputable section

variable {E F : Type*} [NormedAddCommGroup E] [InnerProductSpace ℂ E]
  [NormedAddCommGroup F] [InnerProductSpace ℂ F]
```

## The recurrence and the level

The Chebyshev numbers are $T_0(a)=1$, $T_1(a)=a$, $T_{n+2}(a)=2a\,T_{n+1}(a)-T_n(a)$.

```lean
/-- The Chebyshev number `T_n(a)`, computed by the three-term recurrence. -/
def cheb (a : ℝ) : ℕ → ℝ
  | 0 => 1
  | 1 => a
  | n + 2 => 2 * a * cheb a (n + 1) - cheb a n
```

The filtered vector $y_n=T_n(H)x$ obeys the same recurrence, $y_{n+2}=2Hy_{n+1}-y_n$, with $y_0=x$ and $y_1=Hx$. In a code this is a loop that keeps the last two vectors and multiplies by $H$ once per step.

```lean
/-- The filtered vector `T_n(H) x`, computed by the three-term recurrence with one
application of `H` per step. -/
def chebFilter (H : E →ₗ[ℂ] E) (x : E) : ℕ → E
  | 0 => x
  | 1 => H x
  | n + 2 => (2 : ℂ) • H (chebFilter H x (n + 1)) - chebFilter H x n
```

Operators are complex-linear maps on an inner-product space `E`, and `IsSymmetric` expresses Hermiticity. The projector $P$ satisfies $P^2=P$ and $HP=aP$. The field `damped` requires every eigenvector of $H$ in $\ker P$ to have its energy in $[-1,1]$. It stands for correct spectral bounds in the rescaling, and is assumed here.

```lean
/-- `P` is an orthogonal projector onto states of energy `a` of the Hamiltonian `H`, and every
eigenvector of `H` annihilated by `P` has its energy in `[-1, 1]`. -/
structure IsolatedLevel (H P : E →ₗ[ℂ] E) (a : ℝ) : Prop where
  symm_H : H.IsSymmetric
  symm_P : P.IsSymmetric
  idem : ∀ x, P (P x) = P x
  level : ∀ x, H (P x) = (a : ℂ) • P x
  damped : ∀ (μ : ℝ) (v : E), v ≠ 0 → P v = 0 → H v = (μ : ℂ) • v → |μ| ≤ 1
```

Induction on the recurrence identifies the Chebyshev numbers $T_n(a)$ with the values of Mathlib's Chebyshev polynomial of the first kind.

```lean
/-- The number given by the recurrence is the value at `a` of the Chebyshev polynomial of the
first kind. -/
theorem cheb_eq_eval (a : ℝ) : ∀ n : ℕ, cheb a n = (Chebyshev.T ℝ (n : ℤ)).eval a
  | 0 => by simp [cheb]
  | 1 => by simp [cheb]
  | n + 2 => by
    have h0 := cheb_eq_eval a n
    have h1 := cheb_eq_eval a (n + 1)
    have e : Chebyshev.T ℝ ((n + 2 : ℕ) : ℤ)
        = 2 * X * Chebyshev.T ℝ ((n + 1 : ℕ) : ℤ) - Chebyshev.T ℝ (n : ℤ) := by
      push_cast
      rw [Chebyshev.T_add_two]
    rw [cheb, h0, h1, e]
    simp
```

The same induction, with $H$ substituted for the variable (`aeval H`), shows that the loop computes $T_n(H)x$.

```lean
/-- The vector given by the recurrence is the Chebyshev polynomial of the operator `H`
applied to `x`. -/
theorem chebFilter_eq_aeval (H : E →ₗ[ℂ] E) (x : E) :
    ∀ n : ℕ, chebFilter H x n = (aeval H (Chebyshev.T ℂ (n : ℤ))) x
  | 0 => by simp [chebFilter]
  | 1 => by simp [chebFilter]
  | n + 2 => by
    have h0 := chebFilter_eq_aeval H x n
    have h1 := chebFilter_eq_aeval H x (n + 1)
    have c2 : (C (2 : ℂ) : ℂ[X]) = 2 := map_ofNat C 2
    have e : Chebyshev.T ℂ ((n + 2 : ℕ) : ℤ)
        = C 2 * (X * Chebyshev.T ℂ ((n + 1 : ℕ) : ℤ)) - Chebyshev.T ℂ (n : ℤ) := by
      push_cast
      rw [Chebyshev.T_add_two, c2]
      ring
    simp only [chebFilter, h0, h1, e, map_sub, map_mul, aeval_C, aeval_X,
      LinearMap.sub_apply, Module.End.mul_apply, Module.algebraMap_end_apply]
```

## Bounded inside the interval, growing outside

Since $\cos((n+1)\theta+\theta)+\cos((n+1)\theta-\theta)=2\cos\theta\cos((n+1)\theta)$, the numbers $\cos n\theta$ satisfy the recurrence at $a=\cos\theta$. Hence $|T_n|\le1$ on $[-1,1]$.

```lean
/-- The Chebyshev numbers at `cos θ` are cosines: `T_n(cos θ) = cos (n θ)`. -/
theorem cheb_cos (θ : ℝ) : ∀ n : ℕ, cheb (Real.cos θ) n = Real.cos (n * θ)
  | 0 => by simp [cheb]
  | 1 => by simp [cheb]
  | n + 2 => by
    have h0 := cheb_cos θ n
    have h1 := cheb_cos θ (n + 1)
    have e1 : ((n + 2 : ℕ) : ℝ) * θ = ((n + 1 : ℕ) : ℝ) * θ + θ := by push_cast; ring
    have e2 : (n : ℝ) * θ = ((n + 1 : ℕ) : ℝ) * θ - θ := by push_cast; ring
    rw [cheb, h0, h1, e1, e2, Real.cos_add, Real.cos_sub]
    ring
```

For $s^2=a^2-1$, put $r_\pm=a\pm s$. Then $r_\pm^2=2a\,r_\pm-1$, so $r_+^n+r_-^n$ also satisfies the recurrence. Its first values are $2$ and $2a$, which gives $2T_n(a)=r_+^n+r_-^n$. The `linear_combination` step performs this algebra.

```lean
/-- Closed form of the Chebyshev numbers: `2 T_n(a) = (a + s)^n + (a - s)^n` whenever
`s² = a² - 1`. -/
theorem two_mul_cheb {a s : ℝ} (hs : s ^ 2 = a ^ 2 - 1) :
    ∀ n : ℕ, 2 * cheb a n = (a + s) ^ n + (a - s) ^ n
  | 0 => by norm_num [cheb]
  | 1 => by simp only [cheb]; ring
  | n + 2 => by
    have h0 := two_mul_cheb hs n
    have h1 := two_mul_cheb hs (n + 1)
    rw [cheb]
    linear_combination 2 * a * h1 - h0 - ((a + s) ^ n + (a - s) ^ n) * hs
```

If $a\ge1$ and $s=\sqrt{a^2-1}$, then $s\le a$, so $r_-^n\ge0$ and $2T_n(a)\ge r_+^n$.

```lean
/-- For `a ≥ 1` twice the Chebyshev number is bounded below by a power: `(a + √(a² - 1))^n ≤ 2
T_n(a)`. -/
theorem growth {a : ℝ} (ha : 1 ≤ a) (n : ℕ) :
    (a + √(a ^ 2 - 1)) ^ n ≤ 2 * cheb a n := by
  have hs : √(a ^ 2 - 1) ^ 2 = a ^ 2 - 1 := Real.sq_sqrt (by nlinarith)
  have hle : √(a ^ 2 - 1) ≤ a := Real.sqrt_le_iff.2 ⟨by linarith, by linarith⟩
  have hp : 0 ≤ (a - √(a ^ 2 - 1)) ^ n := pow_nonneg (by linarith) n
  rw [two_mul_cheb hs n]
  linarith
```

## Action on components

If $LH=GL$, applying $L$ to each step of the recurrence gives $L\,T_n(H)x=T_n(G)\,Lx$.

```lean
/-- A linear map that intertwines two operators also intertwines their Chebyshev filters. -/
theorem map_chebFilter {H : E →ₗ[ℂ] E} {G : F →ₗ[ℂ] F} (L : E →ₗ[ℂ] F)
    (hL : ∀ z, L (H z) = G (L z)) (x : E) :
    ∀ n : ℕ, L (chebFilter H x n) = chebFilter G (L x) n
  | 0 => rfl
  | 1 => hL x
  | n + 2 => by
    have h0 := map_chebFilter L hL x n
    have h1 := map_chebFilter L hL x (n + 1)
    simp only [chebFilter, map_sub, map_smul, hL, h0, h1]
```

For $Hv=\mu v$ with $\mu$ real, Hermiticity gives $\langle v,Hz\rangle=\langle Hv,z\rangle=\mu\langle v,z\rangle$. By induction, $\langle v,T_n(H)x\rangle=T_n(\mu)\langle v,x\rangle$.

```lean
/-- The filter multiplies the amplitude of `x` along an eigenvector of energy `μ` by
`T_n(μ)`. -/
theorem inner_chebFilter {H : E →ₗ[ℂ] E} (hH : H.IsSymmetric) {μ : ℝ} {v : E}
    (hv : H v = (μ : ℂ) • v) (x : E) :
    ∀ n : ℕ, inner ℂ v (chebFilter H x n) = (cheb μ n : ℂ) * inner ℂ v x := by
  have step : ∀ z, inner ℂ v (H z) = (μ : ℂ) * inner ℂ v z := fun z => by
    rw [← hH v z, hv, inner_smul_left, Complex.conj_ofReal]
  intro n
  induction n using Nat.strong_induction_on with
  | _ n ih =>
    match n, ih with
    | 0, _ => simp [chebFilter, cheb]
    | 1, _ => simpa [chebFilter, cheb] using step x
    | n + 2, ih =>
      rw [chebFilter, inner_sub_right, inner_smul_right, step, ih (n + 1) (by omega),
        ih n (by omega), cheb]
      push_cast
      ring
```

Suppose all eigenvalues $\mu_i$ of a Hermitian $G$ lie in $[-1,1]$. In an orthonormal eigenbasis $b_i$, Parseval's identity gives

$$\|T_n(G)y\|^2=\sum_i|T_n(\mu_i)|^2\,|\langle b_i,y\rangle|^2\le\|y\|^2.$$

The proof writes $\mu_i=\cos(\arccos\mu_i)$ to use the cosine formula. Finite dimension supplies the eigenbasis.

```lean
/-- If all energies of a Hamiltonian lie in `[-1, 1]`, its Chebyshev filter never lengthens
a vector. -/
theorem norm_chebFilter_le [FiniteDimensional ℂ F] {G : F →ₗ[ℂ] F} (hG : G.IsSymmetric)
    (h : ∀ (μ : ℝ) (v : F), v ≠ 0 → G v = (μ : ℂ) • v → |μ| ≤ 1) (y : F) (n : ℕ) :
    ‖chebFilter G y n‖ ≤ ‖y‖ := by
  have hn : Module.finrank ℂ F = Module.finrank ℂ F := rfl
  let b := hG.eigenvectorBasis hn
  -- Parseval's identity in the eigenbasis
  have par : ∀ z : F, ‖z‖ ^ 2 = ∑ i, ‖inner ℂ (b i) z‖ ^ 2 := fun z => by
    rw [← b.repr.norm_map z, EuclideanSpace.norm_sq_eq]
    simp only [b.repr_apply_apply]
  have key : ‖chebFilter G y n‖ ^ 2 ≤ ‖y‖ ^ 2 := by
    rw [par (chebFilter G y n), par y]
    refine Finset.sum_le_sum fun i _ => ?_
    have hb : G (b i) = ((hG.eigenvalues hn i : ℝ) : ℂ) • b i :=
      hG.apply_eigenvectorBasis hn i
    have hμ := abs_le.1 (h _ _ (b.orthonormal.ne_zero i) hb)
    have hc : |cheb (hG.eigenvalues hn i) n| ≤ 1 := by
      rw [← Real.cos_arccos hμ.1 hμ.2, cheb_cos]
      exact Real.abs_cos_le_one _
    rw [inner_chebFilter hG hb, norm_mul, Complex.norm_real, Real.norm_eq_abs]
    exact pow_le_pow_left₀ (by positivity) (mul_le_of_le_one_left (norm_nonneg _) hc) 2
  exact (sq_le_sq₀ (norm_nonneg _) (norm_nonneg _)).1 key
```

## The wanted and unwanted parts

First, $PH=aP$ follows from $HP=aP$:

$$\langle PHz,y\rangle=\langle z,HPy\rangle=a\langle z,Py\rangle=\langle aPz,y\rangle .$$

The recurrence then gives $P\,T_n(H)x=T_n(a)Px$. Because $T_n(a)\ge0$, taking norms yields the exact factor $T_n(a)$.

Next, $1-P$ commutes with $H$, so $(1-P)T_n(H)x=T_n(H)(1-P)x$. The vector $(1-P)x$ lies in $\ker P$, which $H$ maps into itself. The restriction of $H$ to $\ker P$ is Hermitian with energies in $[-1,1]$, and the preceding bound applies. In the proof, `map_chebFilter` is used once for $1-P$ and once for the inclusion of $\ker P$ in the full space.

```lean
/-- For an `IsolatedLevel` with `a ≥ 1`, Chebyshev filtering multiplies the length of the wanted
component `P x` by exactly `T_n(a)` and does not lengthen the unwanted component `x - P x`. -/
theorem chebyshev_filter [FiniteDimensional ℂ E] {H P : E →ₗ[ℂ] E} {a : ℝ}
    (h : IsolatedLevel H P a) (ha : 1 ≤ a) (x : E) (n : ℕ) :
    ‖P (chebFilter H x n)‖ = cheb a n * ‖P x‖ ∧
      ‖chebFilter H x n - P (chebFilter H x n)‖ ≤ ‖x - P x‖ := by
  -- taking adjoints of H P = a P gives P H = a P
  have hPH : ∀ z, P (H z) = (a : ℂ) • P z := fun z => by
    refine ext_inner_right ℂ fun y => ?_
    rw [h.symm_P (H z) y, h.symm_H z (P y), h.level, inner_smul_right, inner_smul_left,
      Complex.conj_ofReal, h.symm_P z y]
  constructor
  · have hpos : 0 ≤ cheb a n := by
      have h1 := growth ha n
      have h2 : 0 ≤ (a + √(a ^ 2 - 1)) ^ n := by positivity
      linarith
    -- by the recurrence and P H = a P, the wanted component is multiplied by T_m(a)
    have e : ∀ m : ℕ, P (chebFilter H x m) = (cheb a m : ℂ) • P x := by
      intro m
      induction m using Nat.strong_induction_on with
      | _ m ih =>
        match m, ih with
        | 0, _ => simp [chebFilter, cheb]
        | 1, _ => simpa [chebFilter, cheb] using hPH x
        | m + 2, ih =>
          rw [chebFilter, map_sub, map_smul, hPH, ih (m + 1) (by omega), ih m (by omega), cheb]
          push_cast
          module
    rw [e, norm_smul, Complex.norm_real, Real.norm_eq_abs, abs_of_nonneg hpos]
  · have e : chebFilter H x n - P (chebFilter H x n) = chebFilter H (x - P x) n :=
      map_chebFilter (LinearMap.id - P) (fun z => by
        simp only [LinearMap.sub_apply, LinearMap.id_apply, map_sub, h.level, hPH]) x n
    -- restrict H to the invariant subspace ker P
    have hK : ∀ z ∈ LinearMap.ker P, H z ∈ LinearMap.ker P := fun z hz => by
      rw [LinearMap.mem_ker] at hz ⊢
      rw [hPH, hz, smul_zero]
    have hy : x - P x ∈ LinearMap.ker P := by
      rw [LinearMap.mem_ker, map_sub, h.idem, sub_self]
    have r := norm_chebFilter_le (G := H.restrict hK) (fun u v => h.symm_H u v)
      (fun μ v hv hG => h.damped μ v (fun h0 => hv (Subtype.ext h0))
        (LinearMap.mem_ker.1 v.2) (congrArg Subtype.val hG)) ⟨x - P x, hy⟩ n
    have s : ((chebFilter (H.restrict hK) ⟨x - P x, hy⟩ n : LinearMap.ker P) : E)
        = chebFilter H (x - P x) n :=
      map_chebFilter (LinearMap.ker P).subtype (fun _ => rfl) ⟨x - P x, hy⟩ n
    rw [e, ← s]
    exact r
```

Write $y=T_n(H)x$ and $r=a+\sqrt{a^2-1}$. Combining both parts with $r^n\le2T_n(a)$,

$$r^n\|(1-P)y\|\,\|Px\|\le 2T_n(a)\|(1-P)x\|\,\|Px\|=2\|(1-P)x\|\,\|Py\|.$$

When $Px\ne0$, division bounds the unwanted-to-wanted ratio by $2r^{-n}$ times its initial value. For $a>1$ this bound decays geometrically; at $a=1$ it does not decay. If $Px=0$, then $Py=0$ as well: the filter alone cannot create a wanted component.

```lean
/-- For an `IsolatedLevel` with `a ≥ 1`, and when `P x ≠ 0` so that the ratio is defined, the
unwanted-to-wanted amplitude ratio after `n` filter steps is at most `2 (a + √(a² - 1))^(-n)` times
the initial one, written without division. -/
theorem purification_rate [FiniteDimensional ℂ E] {H P : E →ₗ[ℂ] E} {a : ℝ}
    (h : IsolatedLevel H P a) (ha : 1 ≤ a) (x : E) (n : ℕ) :
    (a + √(a ^ 2 - 1)) ^ n * (‖chebFilter H x n - P (chebFilter H x n)‖ * ‖P x‖)
      ≤ 2 * (‖x - P x‖ * ‖P (chebFilter H x n)‖) := by
  obtain ⟨h1, h2⟩ := chebyshev_filter h ha x n
  have hg := growth ha n
  have h0 : 0 ≤ (a + √(a ^ 2 - 1)) ^ n := by positivity
  have := mul_le_mul hg (mul_le_mul_of_nonneg_right h2 (norm_nonneg (P x)))
    (by positivity) (h0.trans hg)
  rw [h1]
  linarith
```

## A three-level example

Take a diagonal Hamiltonian, already rescaled as in the opening, with energies $3$, $\tfrac12$ and $-1$, and let $P$ project onto the first level. The rescaling reverses the order of the energies, so the wanted lowest level is now the highest. Both operators are diagonal with real entries.

```lean
/-- The operator on three-level state vectors that is diagonal with real entries `d`. -/
def diagOp (d : Fin 3 → ℝ) : EuclideanSpace ℂ (Fin 3) →ₗ[ℂ] EuclideanSpace ℂ (Fin 3) where
  toFun x := WithLp.toLp 2 fun i => (d i : ℂ) * x i
  map_add' x y := by ext i; simp [mul_add]
  map_smul' c x := by ext i; simp [mul_left_comm]
```

Real entries pass through the complex conjugation in the inner product, so such operators are Hermitian.

```lean
/-- A diagonal operator with real entries is symmetric. -/
theorem diagOp_symm (d : Fin 3 → ℝ) : (diagOp d).IsSymmetric := by
  intro x y
  simp only [PiLp.inner_apply]
  refine Finset.sum_congr rfl fun i _ => ?_
  change inner ℂ ((d i : ℂ) * x i) (y i) = inner ℂ (x i) ((d i : ℂ) * y i)
  simp only [RCLike.inner_apply, map_mul, Complex.conj_ofReal]
  ring
```

An eigenvector with $Pv=0$ has no first component. Some other component is nonzero and fixes the energy as $\tfrac12$ or $-1$, both in $[-1,1]$. Here $a=3$ and $r=3+2\sqrt2\approx5.83$, the factor by which the bound on the ratio shrinks with each further degree.

```lean
/-- The three-level Hamiltonian with energies `3, 1/2, -1` and the projector onto its first level
form an `IsolatedLevel` with `a = 3`. -/
theorem isolatedLevel_witness :
    IsolatedLevel (diagOp ![3, 1 / 2, -1]) (diagOp ![1, 0, 0]) 3 where
  symm_H := diagOp_symm _
  symm_P := diagOp_symm _
  idem x := by ext i; fin_cases i <;> simp [diagOp]
  level x := by ext i; fin_cases i <;> simp [diagOp]
  damped μ v hv hP hH := by
    have c0 : v 0 = 0 := by
      have := congrArg (fun w : EuclideanSpace ℂ (Fin 3) => w 0) hP
      simpa [diagOp] using this
    obtain ⟨i, hi⟩ : ∃ i, v i ≠ 0 := by
      by_contra hc
      exact hv (by ext i; simpa using not_not.1 (not_exists.1 hc i))
    -- a nonzero component fixes the energy
    have hμ : (![3, 1 / 2, -1] : Fin 3 → ℝ) i = μ := by
      have h2 : (((![3, 1 / 2, -1] : Fin 3 → ℝ) i : ℝ) : ℂ) * v i = (μ : ℂ) * v i :=
        congrArg (fun w : EuclideanSpace ℂ (Fin 3) => w i) hH
      exact Complex.ofReal_injective (mul_right_cancel₀ hi h2)
    rw [← hμ]
    clear hμ
    fin_cases i
    · exact absurd c0 hi
    · norm_num [abs_le]
    · norm_num [abs_le]

end

end ChebyshevFilter
```

```lean
#print axioms ChebyshevFilter.chebyshev_filter
#print axioms ChebyshevFilter.purification_rate
```

```
'ChebyshevFilter.chebyshev_filter' depends on axioms: [propext, Classical.choice, Quot.sound]
'ChebyshevFilter.purification_rate' depends on axioms: [propext, Classical.choice, Quot.sound]
```
